# Finitely many orthonormal plane waves restricted to part of a cell have overlap eigenvalues strictly between 0 and 1

## Can the strict bounds be checked by machine?

Take the plane waves $e^{2\pi i kx}$, $k=0,\dots,n-1$, on a cell of length 1, and keep only the region $[0,b]$ with $0<b<1$. Their overlap matrix

$$S_{jk}=\int_0^b e^{2\pi i(k-j)x}\,dx$$

satisfies $0<c^\dagger Sc<\|c\|^2$ for every nonzero complex vector $c$. Physically, no nonzero superposition of these waves can vanish throughout the region or lie entirely inside it. The bounds are derived by hand below and then proved in Lean.

## The missing weight lies in the rest of the cell

Write $\psi(x)=\sum_k c_k e^{2\pi i kx}$. Expanding $|\psi|^2=\psi^*\psi$ and integrating term by term gives

$$\int_0^b|\psi|^2dx=\sum_{j,k}c_j^*\left(\int_0^b e^{2\pi i(k-j)x}dx\right)c_k=c^\dagger Sc .$$

The diagonal overlaps are $S_{jj}=b$, so the trace is $nb$. For $j\ne k$,

$$S_{jk}=\frac{e^{2\pi i(k-j)b}-1}{2\pi i(k-j)} .$$

At $b=1$ the numerator vanishes and the diagonal is 1, so $S$ is the identity and $\int_0^1|\psi|^2dx=\sum_k|c_k|^2=\|c\|^2$.

Now set $z=e^{2\pi i x}$. Then $\psi(x)=\sum_k c_kz^k$ is a nonzero polynomial in $z$ of degree below $n$, with fewer than $n$ roots. Two points of $[0,1)$ with the same $z$ differ by an integer of modulus below 1, so they coincide. Hence $\psi$ has fewer than $n$ zeros in $[0,1)$ and cannot vanish throughout an interval of positive length. Since $|\psi|^2$ is continuous and nonnegative, its integrals over $[0,b]$ and $[b,1]$ are both positive. Therefore

$$0<c^\dagger Sc=\|c\|^2-\int_b^1|\psi|^2dx<\|c\|^2 .$$

If $Sv=\mu v$ with $v\neq0$, then $\mu\|v\|^2=v^\dagger Sv$. The eigenvalue $\mu=v^\dagger Sv/\|v\|^2$ is the fraction of the eigenvector's weight found in the region, so $0<\mu<1$.

Here is the complete file.

```lean
import Mathlib

open Matrix
open scoped ComplexOrder

namespace RestrictedPlaneWaves

noncomputable section

/-- Overlap matrix of the plane waves `exp (2 π i k x)`, `k = 0, …, n - 1`, restricted to the
part `[0, b]` of the unit cell. -/
def overlap (n : ℕ) (b : ℝ) : Matrix (Fin n) (Fin n) ℂ :=
  Matrix.of fun j k => ∫ x in (0 : ℝ)..b,
    Complex.exp (2 * Real.pi * Complex.I * (((k : ℕ) : ℂ) - ((j : ℕ) : ℂ)) * x)

/-- The superposition of plane waves with coefficients `c`, evaluated at the point `x`. -/
def wave {n : ℕ} (c : Fin n → ℂ) (x : ℝ) : ℂ :=
  ∑ k : Fin n, c k * Complex.exp (2 * Real.pi * Complex.I * ((k : ℕ) : ℂ) * x)

/-- Closed form of the overlap of two different plane waves on `[0, b]`. -/
theorem overlap_apply_ne {n : ℕ} (b : ℝ) {j k : Fin n} (h : j ≠ k) :
    overlap n b j k =
      (Complex.exp (2 * Real.pi * Complex.I * (((k : ℕ) : ℂ) - ((j : ℕ) : ℂ)) * b) - 1) /
        (2 * Real.pi * Complex.I * (((k : ℕ) : ℂ) - ((j : ℕ) : ℂ))) := by
  have hkj : ((k : ℕ) : ℂ) - ((j : ℕ) : ℂ) ≠ 0 :=
    sub_ne_zero.mpr fun e => h (Fin.ext (by exact_mod_cast e.symm))
  simp only [overlap, Matrix.of_apply]
  rw [integral_exp_mul_complex (mul_ne_zero Complex.two_pi_I_ne_zero hkj)]
  simp only [Complex.ofReal_zero, mul_zero, Complex.exp_zero]

/-- On the full cell the plane waves are orthonormal. -/
theorem overlap_full_cell (n : ℕ) : overlap n 1 = 1 := by
  ext j k
  by_cases h : j = k
  · subst h
    simp [overlap]
  · rw [overlap_apply_ne 1 h, Matrix.one_apply_ne h]
    -- an integer number of periods fits into the cell
    have he : Complex.exp (2 * Real.pi * Complex.I *
        (((k : ℕ) : ℂ) - ((j : ℕ) : ℂ)) * ((1 : ℝ) : ℂ)) = 1 := by
      rw [Complex.exp_eq_one_iff]
      exact ⟨((k : ℕ) : ℤ) - ((j : ℕ) : ℤ), by push_cast; ring⟩
    rw [he, sub_self, zero_div]

/-- The trace of the overlap matrix is the number of plane waves times the length `b`. -/
theorem trace_overlap (n : ℕ) (b : ℝ) : (overlap n b).trace = n * b := by
  simp [Matrix.trace, overlap]

/-- The quadratic form of the overlap matrix is the integral of the squared modulus of the
superposition over `[0, b]`. -/
theorem overlap_form {n : ℕ} (c : Fin n → ℂ) (b : ℝ) :
    star c ⬝ᵥ (overlap n b *ᵥ c) = ((∫ x in (0 : ℝ)..b, ‖wave c x‖ ^ 2 : ℝ) : ℂ) := by
  -- expand the density into products of plane waves
  have pt : ∀ x : ℝ, ((‖wave c x‖ ^ 2 : ℝ) : ℂ) = ∑ j : Fin n, ∑ k : Fin n,
      star (c j) * (Complex.exp (2 * Real.pi * Complex.I *
        (((k : ℕ) : ℂ) - ((j : ℕ) : ℂ)) * x) * c k) := by
    intro x
    rw [← Complex.normSq_eq_norm_sq, Complex.normSq_eq_conj_mul_self]
    simp only [wave, map_sum, map_mul]
    rw [Finset.sum_mul_sum]
    refine Finset.sum_congr rfl fun j _ => Finset.sum_congr rfl fun k _ => ?_
    have h1 : (starRingEnd ℂ) (Complex.exp (2 * Real.pi * Complex.I * ((j : ℕ) : ℂ) * x)) =
        Complex.exp (-(2 * Real.pi * Complex.I * ((j : ℕ) : ℂ) * x)) := by
      rw [← Complex.exp_conj]
      have htwo : (starRingEnd ℂ) (2 : ℂ) = 2 := Complex.ext (by simp) (by simp)
      congr 1
      simp [htwo]
    have h2 : Complex.exp (2 * Real.pi * Complex.I * (((k : ℕ) : ℂ) - ((j : ℕ) : ℂ)) * x) =
        Complex.exp (-(2 * Real.pi * Complex.I * ((j : ℕ) : ℂ) * x)) *
          Complex.exp (2 * Real.pi * Complex.I * ((k : ℕ) : ℂ) * x) := by
      rw [← Complex.exp_add]
      congr 1
      ring
    rw [h1, h2, starRingEnd_apply]
    ring
  rw [← intervalIntegral.integral_ofReal]
  simp_rw [pt]
  rw [intervalIntegral.integral_finsetSum]
  · simp only [dotProduct, Matrix.mulVec, Pi.star_apply, Finset.mul_sum]
    refine Finset.sum_congr rfl fun j _ => ?_
    rw [intervalIntegral.integral_finsetSum]
    · refine Finset.sum_congr rfl fun k _ => ?_
      rw [intervalIntegral.integral_const_mul, intervalIntegral.integral_mul_const]
      rfl
    · intro k _
      exact Continuous.intervalIntegrable (by fun_prop) _ _
  · intro j _
    exact Continuous.intervalIntegrable (by fun_prop) _ _

/-- The product of a coefficient vector with its own conjugate is the sum of the squared
moduli of its entries. -/
theorem star_dot_self {n : ℕ} (c : Fin n → ℂ) :
    star c ⬝ᵥ c = ((∑ k, ‖c k‖ ^ 2 : ℝ) : ℂ) := by
  simp only [dotProduct, Pi.star_apply]
  push_cast
  exact Finset.sum_congr rfl fun k _ => Complex.conj_mul' (c k)

/-- A superposition of the plane waves with wave numbers `0, …, n - 1`, with coefficients not all
zero, has fewer than `n` zeros in `[0, 1)`. -/
theorem card_zeros_lt {n : ℕ} {c : Fin n → ℂ} (hc : c ≠ 0) (s : Finset ℝ)
    (hs : ∀ x ∈ s, x ∈ Set.Ico (0 : ℝ) 1) (hz : ∀ x ∈ s, wave c x = 0) : s.card < n := by
  by_contra hn
  have hle : n ≤ s.card := not_lt.mp hn
  -- the phase factor determines the point of the cell
  have inj : Set.InjOn (fun x : ℝ => Complex.exp (2 * Real.pi * Complex.I * x)) (s : Set ℝ) := by
    intro x hx y hy hxy
    obtain ⟨m, hm⟩ := Complex.exp_eq_exp_iff_exists_int.mp hxy
    have h1 : (x : ℂ) = y + m :=
      mul_left_cancel₀ Complex.two_pi_I_ne_zero (by linear_combination hm)
    have h2 : x = y + m := by exact_mod_cast h1
    obtain ⟨hx0, hx1⟩ := hs x hx
    obtain ⟨hy0, hy1⟩ := hs y hy
    have h3 : m < 1 := by
      have : (m : ℝ) < 1 := by linarith
      exact_mod_cast this
    have h4 : -1 < m := by
      have : (-1 : ℝ) < m := by linarith
      exact_mod_cast this
    have h5 : m = 0 := by omega
    simpa [h5] using h2
  -- the superposition is a polynomial of degree below n in the phase factor
  have hp : (∑ k : Fin n, Polynomial.C (c k) * Polynomial.X ^ (k : ℕ)) = 0 := by
    refine Polynomial.eq_zero_of_degree_lt_of_eval_finset_eq_zero
      (s.image fun x : ℝ => Complex.exp (2 * Real.pi * Complex.I * x)) ?_ ?_
    · refine lt_of_lt_of_le (Polynomial.degree_sum_fin_lt c) ?_
      rw [Finset.card_image_of_injOn inj]
      exact_mod_cast hle
    · intro z hzs
      obtain ⟨x, hx, rfl⟩ := Finset.mem_image.mp hzs
      rw [← hz x hx, wave, Polynomial.eval_finsetSum]
      refine Finset.sum_congr rfl fun k _ => ?_
      rw [Polynomial.eval_mul, Polynomial.eval_C, Polynomial.eval_pow, Polynomial.eval_X,
        ← Complex.exp_nat_mul]
      congr 2
      ring
  apply hc
  funext k
  have hk := congrArg (fun p => Polynomial.coeff p (k : ℕ)) hp
  simpa [Polynomial.finsetSum_coeff, Polynomial.coeff_X_pow, Fin.val_inj] using hk

/-- For `0 < b < 1`, the weight in `[0, b]` of a superposition with nonzero coefficient vector is
positive and smaller than the sum of the squared moduli of its coefficients. -/
theorem weight_bounds {n : ℕ} {b : ℝ} (hb0 : 0 < b) (hb1 : b < 1) {c : Fin n → ℂ}
    (hc : c ≠ 0) :
    0 < ∫ x in (0 : ℝ)..b, ‖wave c x‖ ^ 2 ∧
      ∫ x in (0 : ℝ)..b, ‖wave c x‖ ^ 2 < ∑ k, ‖c k‖ ^ 2 := by
  have cont : Continuous fun x : ℝ => ‖wave c x‖ ^ 2 := by
    unfold wave
    fun_prop
  -- finitely many zeros cannot fill an interval
  have pos : ∀ u v : ℝ, 0 ≤ u → u < v → v ≤ 1 → 0 < ∫ x in u..v, ‖wave c x‖ ^ 2 := by
    intro u v hu huv hv
    refine intervalIntegral.integral_pos huv cont.continuousOn (fun x _ => sq_nonneg _) ?_
    by_contra hno
    obtain ⟨t, ht, hcard⟩ := (Set.Ico_infinite huv).exists_subset_card_eq n
    have hlt := card_zeros_lt hc t
      (fun x hx => ⟨hu.trans (ht hx).1, (ht hx).2.trans_le hv⟩)
      (fun x hx => by
        by_contra hne
        exact hno ⟨x, ⟨(ht hx).1, (ht hx).2.le⟩, pow_pos (norm_pos_iff.mpr hne) 2⟩)
    omega
  -- the weights in the two parts of the cell add up to the full norm
  have full : ∫ x in (0 : ℝ)..1, ‖wave c x‖ ^ 2 = ∑ k, ‖c k‖ ^ 2 := by
    have h := overlap_form c 1
    rw [overlap_full_cell, Matrix.one_mulVec, star_dot_self] at h
    exact (Complex.ofReal_injective h).symm
  have split := intervalIntegral.integral_add_adjacent_intervals
    (cont.intervalIntegrable (μ := MeasureTheory.volume) 0 b)
    (cont.intervalIntegrable (μ := MeasureTheory.volume) b 1)
  have h1 := pos b 1 hb0.le hb1 le_rfl
  exact ⟨pos 0 b le_rfl hb0 hb1.le, by linarith⟩

/-- For plane waves restricted to a proper part `[0, b]` of the cell, the quadratic form of the
overlap matrix lies strictly between zero and the squared norm of the coefficients. -/
theorem overlap_bounds {n : ℕ} {b : ℝ} (hb0 : 0 < b) (hb1 : b < 1) {c : Fin n → ℂ}
    (hc : c ≠ 0) :
    0 < star c ⬝ᵥ (overlap n b *ᵥ c) ∧
      star c ⬝ᵥ (overlap n b *ᵥ c) < ((∑ k, ‖c k‖ ^ 2 : ℝ) : ℂ) := by
  obtain ⟨h0, h1⟩ := weight_bounds hb0 hb1 hc
  rw [overlap_form]
  exact ⟨Complex.zero_lt_real.mpr h0, Complex.real_lt_real.mpr h1⟩

/-- For `0 < b < 1`, every eigenvalue of the overlap matrix on `[0, b]` is real and lies strictly
between zero and one. -/
theorem eigenvalue_bounds {n : ℕ} {b : ℝ} (hb0 : 0 < b) (hb1 : b < 1) {v : Fin n → ℂ}
    (hv : v ≠ 0) {μ : ℂ} (h : overlap n b *ᵥ v = μ • v) : 0 < μ ∧ μ < 1 := by
  obtain ⟨h0, h1⟩ := weight_bounds hb0 hb1 hv
  have hf := overlap_form v b
  rw [h, dotProduct_smul, star_dot_self, smul_eq_mul] at hf
  have hN : 0 < ∑ k, ‖v k‖ ^ 2 := h0.trans h1
  -- the eigenvalue is the fraction of the norm found in the region
  have hμ : μ = (((∫ x in (0 : ℝ)..b, ‖wave v x‖ ^ 2) / ∑ k, ‖v k‖ ^ 2 : ℝ) : ℂ) := by
    rw [Complex.ofReal_div]
    exact (eq_div_iff (Complex.ofReal_ne_zero.mpr hN.ne')).mpr hf
  rw [hμ]
  refine ⟨Complex.zero_lt_real.mpr (div_pos h0 hN), ?_⟩
  rw [← Complex.ofReal_one]
  exact Complex.real_lt_real.mpr ((div_lt_one hN).mpr h1)

end

end RestrictedPlaneWaves
```

```lean
#print axioms RestrictedPlaneWaves.trace_overlap
#print axioms RestrictedPlaneWaves.overlap_bounds
#print axioms RestrictedPlaneWaves.eigenvalue_bounds
```

```
'RestrictedPlaneWaves.trace_overlap' depends on axioms: [propext, Classical.choice, Quot.sound]
'RestrictedPlaneWaves.overlap_bounds' depends on axioms: [propext, Classical.choice, Quot.sound]
'RestrictedPlaneWaves.eigenvalue_bounds' depends on axioms: [propext, Classical.choice, Quot.sound]
```

**What the theorems say.** `overlap n b` is the matrix of the actual integrals, with indices in `Fin n` starting at 0 and the row index belonging to the conjugated wave. `wave c x` is $\psi(x)$. In `overlap_bounds`, the hypotheses `hb0`, `hb1` and `hc` are $0<b$, $b<1$ and $c\ne0$, and `star c ⬝ᵥ (overlap n b *ᵥ c)` is $c^\dagger Sc$. The inequalities are between complex numbers: in this order, $z<w$ means that the real parts are strictly ordered and the imaginary parts agree. The theorem therefore also says that $c^\dagger Sc$ is real. Likewise, `eigenvalue_bounds` starts from a complex `μ` and concludes that it is real.

The squared norm is written out as `∑ k, ‖c k‖ ^ 2` for a reason. On `Fin n → ℂ`, Lean's `‖c‖` is the largest modulus of an entry, and with it the upper bound would be false: for $n=2$, $c=(1,1)$ and $b=3/4$, the form equals $3/2-1/\pi>1$.

For this finite set of waves in one spatial dimension, positivity means that the restricted waves remain linearly independent, so $S^{-1/2}$ exists and Löwdin orthogonalisation is possible. The theorems give no numerical distance from 0 or 1, so $S$ may still be badly conditioned. They treat consecutive wave numbers and a single interval starting at the cell boundary.

**How the proof runs.** `overlap_apply_ne` evaluates the off-diagonal integral, and `overlap_full_cell` uses it to obtain the identity at $b=1$. In `overlap_form`, the step `pt` expands the density; the finite sums are then exchanged with the integral, continuity supplying integrability.

`card_zeros_lt` argues by contradiction. Given at least $n$ zeros, `inj` keeps their phases distinct, so the polynomial in `hp` is zero, and comparing coefficients gives $c=0$.

`weight_bounds` combines these results. Its step `pos` picks $n$ points in an interval; if the density vanished at all of them, there would be too many zeros. `full` identifies the weight of the whole cell with the squared norm, `split` divides that weight at $b$, and `linarith` does the subtraction. `overlap_bounds` carries the two real inequalities over to $\mathbb{C}$, and `eigenvalue_bounds` divides by the squared norm of the eigenvector.
